# A periodic gauge field can make a one-dimensional mean-force estimator constant only at its canonical average

Let $x$ be a coordinate of period 1, $U$ a $C^1$ potential of period 1, and $\beta>0$ the inverse temperature. For a differentiable function $g$, the gauge field, define the gauge term

$$G_g = gU' - \frac{g'}{\beta}.$$

The canonical average of a function $f$ is

$$\langle f\rangle = \frac{\int_0^1 f e^{-\beta U}\,dx}{\int_0^1 e^{-\beta U}\,dx}.$$

In a system with Cartesian coordinates $(\xi,x)$ and potential $V$, take $U(x)=V(\xi,x)$ and $f=\partial V/\partial\xi$ at fixed $\xi$. Then $\langle f\rangle$ is the free-energy derivative along $\xi$, and for every $C^1$, 1-periodic $g$ the function $f+G_g$ is another estimator of it, with the same canonical average.

## Which functions are gauge terms

Let $h$ be continuous with period 1. A $C^1$, 1-periodic $g$ with $G_g=h$ exists if and only if $\int_0^1 h e^{-\beta U}dx=0$.

By the product rule,

$$(g e^{-\beta U})' = (g'-\beta gU')e^{-\beta U} = -\beta\, G_g\, e^{-\beta U}.$$

If $g$ is periodic, integrating over $[0,1]$ gives zero on the left, so $\int_0^1 G_g e^{-\beta U}dx=0$. This proves necessity and shows that $\langle f+G_g\rangle=\langle f\rangle$ for continuous $f$.

Conversely, suppose the weighted integral of $h$ vanishes, and set $P(x)=\int_0^x h e^{-\beta U}dt$. The integrand is periodic, so

$$P(x+1)-P(x)=\int_x^{x+1} h e^{-\beta U}dt=\int_0^1 h e^{-\beta U}dt=0.$$

Hence $g=-\beta e^{\beta U}P$ is periodic and $C^1$. Since $ge^{-\beta U}=-\beta P$, its derivative is $-\beta he^{-\beta U}$. Comparison with the product rule gives $G_g=h$.

For a continuous periodic estimator $f$, the condition $f+G_g=c$ means $G_g=c-f$. A suitable $g$ exists exactly when $c\int_0^1 e^{-\beta U}dx=\int_0^1 fe^{-\beta U}dx$, that is, when $c=\langle f\rangle$.

Finally, $G_{g_1}=G_{g_2}$ exactly when $(g_2-g_1)e^{-\beta U}$ has zero derivative, hence when $g_2=g_1+Ce^{\beta U}$ for a constant $C$.

## A cosine potential with numbers

Take $\beta=2$, $U=\cos 2\pi x$ and $f=3+2\pi\sin 2\pi x$. The weight is even about $x=\tfrac12$ and the sine is odd, so $\langle f\rangle=3$. The field $g=1$ has $G_g=U'=-2\pi\sin2\pi x$, and $f+G_g=3$ everywhere. At $x=\tfrac14$ this reads $9.28-6.28=3$. The construction above gives instead $g=1-e^{2(\cos 2\pi x-1)}$, which differs from 1 by a multiple of $e^{\beta U}$.

## The Lean development

```lean
import Mathlib

open Real

namespace MeanForceGauge

noncomputable section
```

Potential, estimator and gauge field are functions `ℝ → ℝ`; periodicity enters the theorems as `Function.Periodic _ 1`, and $C^1$ as `ContDiff ℝ 1`.

```lean
/-- The term `g U' - g'/β` that a gauge field `g` adds to a mean-force estimator. -/
def gaugeTerm (β : ℝ) (U g : ℝ → ℝ) (x : ℝ) : ℝ :=
  g x * deriv U x - deriv g x / β
```

The average is normalised, with both integrals taken over one period.

```lean
/-- The canonical average of `f` over one period of the coordinate, in the potential `U`
at inverse temperature `β`. -/
def boltzmannAverage (β : ℝ) (U f : ℝ → ℝ) : ℝ :=
  (∫ x in (0 : ℝ)..1, f x * exp (-β * U x)) / ∫ x in (0 : ℝ)..1, exp (-β * U x)
```

The first lemma is the product rule above. It needs differentiability only at the point considered; `linear_combination` matches the two forms of the derivative.

```lean
/-- The gauge term times the Boltzmann factor is, up to the factor `-β`, the derivative of
the gauge field times the Boltzmann factor. -/
theorem hasDerivAt_mul_boltzmann {β : ℝ} (hβ : 0 < β) {U g : ℝ → ℝ} {x : ℝ}
    (hU : DifferentiableAt ℝ U x) (hg : DifferentiableAt ℝ g x) :
    HasDerivAt (fun y => g y * exp (-β * U y))
      (-β * (gaugeTerm β U g x * exp (-β * U x))) x := by
  have h1 := hg.hasDerivAt.fun_mul ((hU.hasDerivAt.const_mul (-β)).exp)
  refine h1.congr_deriv ?_
  show deriv g x * exp (-β * U x) + g x * (exp (-β * U x) * (-β * deriv U x)) = _
  have hb : β * (deriv g x / β) = deriv g x := by
    have := hβ.ne'
    field_simp
  unfold gaugeTerm
  linear_combination (-exp (-β * U x)) * hb
```

The fundamental theorem of calculus now applies, because the derivative is continuous. Periodicity cancels the boundary terms, and the factor $-\beta\neq0$ is removed.

```lean
/-- The gauge term of a periodic gauge field, weighted with the Boltzmann factor,
integrates to zero over a period. -/
theorem integral_gaugeTerm_eq_zero {β : ℝ} (hβ : 0 < β) {U g : ℝ → ℝ}
    (hU : ContDiff ℝ 1 U) (hUp : Function.Periodic U 1)
    (hg : ContDiff ℝ 1 g) (hgp : Function.Periodic g 1) :
    ∫ x in (0 : ℝ)..1, gaugeTerm β U g x * exp (-β * U x) = 0 := by
  have hU0 := hU.continuous
  have hg0 := hg.continuous
  have hU1 : Continuous (deriv U) := hU.continuous_deriv le_rfl
  have hg1 : Continuous (deriv g) := hg.continuous_deriv le_rfl
  have hc : Continuous (fun x => -β * (gaugeTerm β U g x * exp (-β * U x))) := by
    unfold gaugeTerm
    fun_prop
  have key := intervalIntegral.integral_eq_sub_of_hasDerivAt
    (fun x _ => hasDerivAt_mul_boltzmann hβ (hU.differentiable one_ne_zero x)
      (hg.differentiable one_ne_zero x)) (hc.intervalIntegrable 0 1)
  -- the boundary terms cancel by periodicity
  have eU : U 1 = U 0 := by simpa using hUp 0
  have eg : g 1 = g 0 := by simpa using hgp 0
  rw [intervalIntegral.integral_const_mul, eU, eg, sub_self] at key
  exact (mul_eq_zero.mp key).resolve_left (neg_ne_zero.mpr hβ.ne')
```

Splitting the integral in the numerator shows that the gauge term leaves the average unchanged.

```lean
/-- Adding the gauge term of a periodic gauge field to an estimator does not change its
canonical average. -/
theorem boltzmannAverage_add_gaugeTerm {β : ℝ} (hβ : 0 < β) {U g f : ℝ → ℝ}
    (hU : ContDiff ℝ 1 U) (hUp : Function.Periodic U 1)
    (hg : ContDiff ℝ 1 g) (hgp : Function.Periodic g 1) (hf : Continuous f) :
    boltzmannAverage β U (fun x => f x + gaugeTerm β U g x) = boltzmannAverage β U f := by
  have hU0 := hU.continuous
  have hg0 := hg.continuous
  have hU1 : Continuous (deriv U) := hU.continuous_deriv le_rfl
  have hg1 : Continuous (deriv g) := hg.continuous_deriv le_rfl
  have c1 : Continuous (fun x => f x * exp (-β * U x)) := by fun_prop
  have c2 : Continuous (fun x => gaugeTerm β U g x * exp (-β * U x)) := by
    unfold gaugeTerm
    fun_prop
  unfold boltzmannAverage
  simp only [add_mul]
  rw [intervalIntegral.integral_add (c1.intervalIntegrable 0 1) (c2.intervalIntegrable 0 1),
    integral_gaugeTerm_eq_zero hβ hU hUp hg hgp, add_zero]
```

In the main equivalence, the forward direction is the previous integral identity. The reverse direction builds `P`, proves its periodicity by joining adjacent intervals, and obtains the equation from uniqueness of derivatives.

```lean
/-- A continuous periodic function `h` is the gauge term of some periodic C¹ gauge field
if and only if its Boltzmann-weighted integral over a period vanishes. -/
theorem exists_gauge_iff {β : ℝ} (hβ : 0 < β) {U h : ℝ → ℝ}
    (hU : ContDiff ℝ 1 U) (hUp : Function.Periodic U 1)
    (hh : Continuous h) (hhp : Function.Periodic h 1) :
    (∃ g : ℝ → ℝ, ContDiff ℝ 1 g ∧ Function.Periodic g 1 ∧ ∀ x, gaugeTerm β U g x = h x) ↔
      ∫ x in (0 : ℝ)..1, h x * exp (-β * U x) = 0 := by
  constructor
  · rintro ⟨g, hg, hgp, hgh⟩
    have key := integral_gaugeTerm_eq_zero hβ hU hUp hg hgp
    simpa only [hgh] using key
  · intro h0
    have hU0 := hU.continuous
    have hw : Continuous (fun x => h x * exp (-β * U x)) := by fun_prop
    have hwp : Function.Periodic (fun x => h x * exp (-β * U x)) 1 := by
      intro x
      show h (x + 1) * exp (-β * U (x + 1)) = h x * exp (-β * U x)
      rw [hhp x, hUp x]
    -- the primitive of the weighted function, periodic because the integral vanishes
    obtain ⟨P, hPdef⟩ : ∃ P : ℝ → ℝ, P = fun x => ∫ t in (0 : ℝ)..x, h t * exp (-β * U t) :=
      ⟨_, rfl⟩
    have hP : ∀ x, HasDerivAt P (h x * exp (-β * U x)) x := by
      intro x
      rw [hPdef]
      exact (hw.integral_hasStrictDerivAt 0 x).hasDerivAt
    have hPp : ∀ x, P (x + 1) = P x := by
      intro x
      have e1 := intervalIntegral.integral_add_adjacent_intervals
        (hw.intervalIntegrable (μ := MeasureTheory.volume) 0 x)
        (hw.intervalIntegrable (μ := MeasureTheory.volume) x (x + 1))
      have e2 := hwp.intervalIntegral_add_eq x 0
      rw [zero_add, h0] at e2
      rw [e2, add_zero] at e1
      rw [hPdef]
      exact e1.symm
    have hPc : ContDiff ℝ 1 P := by
      rw [contDiff_one_iff_deriv]
      refine ⟨fun x => (hP x).differentiableAt, ?_⟩
      rw [show deriv P = fun x => h x * exp (-β * U x) from funext fun x => (hP x).deriv]
      exact hw
    have hg : ContDiff ℝ 1 (fun x => -β * P x * exp (β * U x)) :=
      (contDiff_const.mul hPc).mul (contDiff_const.mul hU).exp
    refine ⟨fun x => -β * P x * exp (β * U x), hg, ?_, ?_⟩
    · intro x
      show -β * P (x + 1) * exp (β * U (x + 1)) = -β * P x * exp (β * U x)
      rw [hPp x, hUp x]
    · intro x
      have h1 := hasDerivAt_mul_boltzmann hβ (hU.differentiable one_ne_zero x)
        (hg.differentiable one_ne_zero x)
      have e : (fun y => -β * P y * exp (β * U y) * exp (-β * U y)) = fun y => -β * P y := by
        funext y
        rw [mul_assoc, ← exp_add, show β * U y + -β * U y = 0 by ring, exp_zero, mul_one]
      -- compare the two expressions for the derivative and cancel the common factors
      have h2 := (e ▸ h1).unique ((hP x).const_mul (-β))
      exact mul_right_cancel₀ (exp_ne_zero _)
        (mul_left_cancel₀ (neg_ne_zero.mpr hβ.ne') h2)
```

The next theorem applies this to `c - f`, using positivity of the partition integral to divide. It states equality with `c` at every configuration, from which zero variance follows.

```lean
/-- A periodic gauge field can make the estimator `f` equal to the constant `c` at every
configuration if and only if `c` is the canonical average of `f`. -/
theorem zero_variance_iff {β : ℝ} (hβ : 0 < β) {U f : ℝ → ℝ}
    (hU : ContDiff ℝ 1 U) (hUp : Function.Periodic U 1)
    (hf : Continuous f) (hfp : Function.Periodic f 1) (c : ℝ) :
    (∃ g : ℝ → ℝ, ContDiff ℝ 1 g ∧ Function.Periodic g 1 ∧
      ∀ x, f x + gaugeTerm β U g x = c) ↔ c = boltzmannAverage β U f := by
  have hU0 := hU.continuous
  have cE : Continuous (fun x => exp (-β * U x)) := by fun_prop
  have cf : Continuous (fun x => f x * exp (-β * U x)) := by fun_prop
  have cc : Continuous (fun x => c * exp (-β * U x)) := by fun_prop
  have hZ : 0 < ∫ x in (0 : ℝ)..1, exp (-β * U x) :=
    intervalIntegral.intervalIntegral_pos_of_pos (cE.intervalIntegrable 0 1)
      (fun x => exp_pos _) one_pos
  have hp : Function.Periodic (fun x => c - f x) 1 := by
    intro x
    show c - f (x + 1) = c - f x
    rw [hfp x]
  -- the gauge term has to supply the deviation of `f` from `c`
  have hcf : Continuous (fun x => c - f x) := by fun_prop
  have main := exists_gauge_iff (h := fun x => c - f x) hβ hU hUp hcf hp
  simp only [sub_mul] at main
  rw [intervalIntegral.integral_sub (cc.intervalIntegrable 0 1) (cf.intervalIntegrable 0 1),
    intervalIntegral.integral_const_mul, sub_eq_zero] at main
  unfold boltzmannAverage
  rw [eq_div_iff hZ.ne', ← main]
  simp only [eq_sub_iff_add_eq']
```

The remaining freedom is described for differentiable functions, without periodicity. A function with zero derivative everywhere is constant, which supplies `C`.

```lean
/-- Two gauge fields give the same gauge term if and only if they differ by a constant
multiple of `exp (β U)`. -/
theorem gaugeTerm_eq_iff {β : ℝ} (hβ : 0 < β) {U g₁ g₂ : ℝ → ℝ}
    (hU : Differentiable ℝ U) (h₁ : Differentiable ℝ g₁) (h₂ : Differentiable ℝ g₂) :
    (∀ x, gaugeTerm β U g₂ x = gaugeTerm β U g₁ x) ↔
      ∃ C : ℝ, ∀ x, g₂ x = g₁ x + C * exp (β * U x) := by
  have hE : ∀ x, exp (β * U x) * exp (-β * U x) = 1 := by
    intro x
    rw [← exp_add, show β * U x + -β * U x = 0 by ring, exp_zero]
  have d₁ := fun x => hasDerivAt_mul_boltzmann hβ (hU x) (h₁ x)
  have d₂ := fun x => hasDerivAt_mul_boltzmann hβ (hU x) (h₂ x)
  constructor
  · intro h
    -- the weighted difference has zero derivative, so it is constant
    have hd : ∀ x, HasDerivAt
        (fun y => g₂ y * exp (-β * U y) - g₁ y * exp (-β * U y)) 0 x := by
      intro x
      refine ((d₂ x).fun_sub (d₁ x)).congr_deriv ?_
      rw [h x, sub_self]
    refine ⟨g₂ 0 * exp (-β * U 0) - g₁ 0 * exp (-β * U 0), fun x => ?_⟩
    have hc : g₂ x * exp (-β * U x) - g₁ x * exp (-β * U x) =
        g₂ 0 * exp (-β * U 0) - g₁ 0 * exp (-β * U 0) :=
      is_const_of_deriv_eq_zero (fun y => (hd y).differentiableAt)
        (fun y => (hd y).deriv) x 0
    rw [← hc]
    linear_combination (g₁ x - g₂ x) * hE x
  · rintro ⟨C, hC⟩ x
    have e : (fun y => g₂ y * exp (-β * U y)) = fun y => g₁ y * exp (-β * U y) + C := by
      funext y
      rw [hC y]
      linear_combination C * hE y
    have h3 := (e ▸ d₂ x).unique ((d₁ x).add_const C)
    exact mul_right_cancel₀ (exp_ne_zero _)
      (mul_left_cancel₀ (neg_ne_zero.mpr hβ.ne') h3)

end

end MeanForceGauge
```

```lean
#print axioms MeanForceGauge.boltzmannAverage_add_gaugeTerm
#print axioms MeanForceGauge.zero_variance_iff
#print axioms MeanForceGauge.gaugeTerm_eq_iff
```

```
'MeanForceGauge.boltzmannAverage_add_gaugeTerm' depends on axioms: [propext, Classical.choice, Quot.sound]
'MeanForceGauge.zero_variance_iff' depends on axioms: [propext, Classical.choice, Quot.sound]
'MeanForceGauge.gaugeTerm_eq_iff' depends on axioms: [propext, Classical.choice, Quot.sound]
```

For free-energy simulations with a single periodic coordinate orthogonal to $\xi$, the result shows that a suitable gauge field removes all statistical noise from the mean-force estimator. It does not make that field cheap to find: the construction uses $\langle f\rangle$ itself, the quantity being estimated. Orthogonal spaces of higher dimension are not treated.
